# Symmetrized atomic ZORA kinetic matrices can have negative eigenvalues when the atomic kernels differ

A code that symmetrizes an atomic ZORA (zeroth-order regular approximation) kinetic matrix and then takes its Cholesky factor can stop at a negative pivot, although every atomic kernel is positive. The quadrature and the integrals may be correct: a matrix whose off-diagonal elements use the mean of two different atomic kernels need not be positive semidefinite.

## The mean kernel and the condition for positivity

Basis function $i$ sits on atom $A(i)$ and carries a vector $p_i\in\mathbb C^m$. This can be read as the momentum operator applied to the function, sampled on a real-space grid with the square roots of the quadrature weights absorbed. Atom $s$ has a real kernel $K_s(k)>0$, standing for $c_0^2/(2c_0^2-V_s)$ at grid component $k$ in atomic units, with $c_0$ the speed of light and $V_s$ the potential energy of an electron in the atom; it is positive where $V_s<2c_0^2$. With $\langle u,wv\rangle=\sum_k\overline{u(k)}\,w(k)\,v(k)$, let

$$T_{ij}=\langle p_i,K_{A(j)}p_j\rangle,\qquad S=\tfrac12(T+T^\dagger).$$

Then

$$T_{ij}-\overline{T_{ji}}=\langle p_i,(K_{A(j)}-K_{A(i)})p_j\rangle,\qquad S_{ij}=\langle p_i,\tfrac12(K_{A(i)}+K_{A(j)})p_j\rangle.$$

For fixed positive kernels and labels, $S$ is positive semidefinite for every choice of the $p_i$ exactly when all basis functions have the same kernel.

## Code that assumes a nonnegative kinetic matrix

In this finite-dimensional, one-electron model, the result concerns routines that take a Cholesky factor or a Hermitian square root of $S$, or treat a negative kinetic energy as a bug. With different atomic kernels, positivity of the kernels alone does not guarantee that $S$ is suitable for them.

## From the kernel difference to a negative eigenvalue

Since the kernels are real, conjugation swaps the vectors: $\overline{T_{ji}}=\langle p_i,K_{A(i)}p_j\rangle$. Subtracting this from $T_{ij}$, or averaging the two, gives both identities.

For coefficients $c_i$, $c^\dagger T^\dagger c=\overline{c^\dagger Tc}$, so

$$c^\dagger Sc=\mathrm{Re}\,c^\dagger Tc=\mathrm{Re}\sum_k\overline{\psi(k)}\,\varphi(k),$$

where $\psi=\sum_i c_ip_i$ and $\varphi=\sum_j K_{A(j)}c_jp_j$. If all kernels equal $w$, then $\varphi=w\psi$ and the energy is $\sum_k w(k)|\psi(k)|^2\ge0$.

Conversely, let the kernels of functions $i$ and $j$ take values $a\ne b$ at component $k$. Let every basis vector be the unit vector along $k$, and give $i$ and $j$ real amplitudes $x$ and $y$, all others zero. The energy is $(x+y)(ax+by)$. For $x=a+b$, $y=-2a$ it is

$$(b-a)\,a(a-b)=-a(a-b)^2<0,$$

or $-a(a-b)^2/[(a+b)^2+4a^2]$ for normalised coefficients.

For two functions with $m=1$ and $p_1=p_2=1$, the matrix and the characteristic equation for its eigenvalues $\mu$ are

$$S=\begin{pmatrix}a&(a+b)/2\\(a+b)/2&b\end{pmatrix},\qquad \mu^2-(a+b)\mu=\tfrac14(a-b)^2.$$

The lower root is $\mu=\tfrac12\bigl(a+b-\sqrt{2(a^2+b^2)}\bigr)$. It is negative because $2(a^2+b^2)-(a+b)^2=(a-b)^2>0$. An eigenvector is $((a+b)/2,\ \mu-a)$: the first row holds identically, the second by the characteristic equation.

## Kernels 1 and 7, and a kernel of −1

In arbitrary units, $a=1$ and $b=7$ give $\sqrt{2\cdot50}=10$ and $\mu=-1$. The matrix has rows $(1,4)$ and $(4,7)$, and the normalised eigenvector is $(2,-1)/\sqrt5$.

Positivity of the kernels matters for the equivalence: one function with $p_1=1$ and kernel $-1$ trivially shares its kernel, yet has energy $-|c_1|^2$.

## The Lean definitions and proofs

`atomicKinetic` is $T$, `hermPart` forms $S$, and `energy` is the real part of $c^\dagger Mc$, which for the Hermitian $S$ is the whole form. The types `ι`, `κ` and `α` index basis functions, grid components and atoms.

`conj_kernelElement` supplies the swap behind `hermiticity_defect` and `hermPart_atomicKinetic`. `energy_hermPart` removes the symmetrization, and `energy_symmetrized` exchanges the sums. In `symmetrized_nonneg_iff`, one direction uses `energy_common_kernel`; the other inserts the amplitudes above into `energy_coincident`, and `nlinarith` finds the contradiction. In `two_center_negative_eigenvalue`, `hS` computes the matrix and `hμ` is the characteristic equation for `lowerLevel`.

```lean
import Mathlib

open Matrix
open scoped ComplexConjugate

namespace AtomicZoraKinetic

noncomputable section

variable {ι κ α : Type*} [Fintype ι] [Fintype κ]

/-- The matrix element `⟨u, w v⟩` of a real diagonal kernel `w`. -/
def kernelElement (w : κ → ℝ) (u v : κ → ℂ) : ℂ :=
  ∑ k, conj (u k) * (w k : ℂ) * v k

/-- The atomic ZORA kinetic matrix: the kernel is that of the atom carrying the
right-hand basis function. -/
def atomicKinetic (K : α → κ → ℝ) (A : ι → α) (p : ι → κ → ℂ) : Matrix ι ι ℂ :=
  fun i j => kernelElement (K (A j)) (p i) (p j)

/-- The Hermitian part `(M + M†)/2` of a matrix. -/
def hermPart (M : Matrix ι ι ℂ) : Matrix ι ι ℂ :=
  fun i j => (M i j + conj (M j i)) / 2

/-- The real part of the quadratic form `c† M c` for orbital coefficients `c`. -/
def energy (M : Matrix ι ι ℂ) (c : ι → ℂ) : ℝ :=
  (∑ i, ∑ j, conj (c i) * M i j * c j).re

/-- Conjugating a matrix element of a real kernel exchanges its two vectors. -/
theorem conj_kernelElement (w : κ → ℝ) (u v : κ → ℂ) :
    conj (kernelElement w u v) = kernelElement w v u := by
  unfold kernelElement
  rw [map_sum]
  refine Finset.sum_congr rfl fun k _ => ?_
  rw [map_mul, map_mul, Complex.conj_conj, Complex.conj_ofReal]
  ring

omit [Fintype ι] in
/-- The deviation of the atomic kinetic matrix from Hermiticity is the matrix element of
the difference of the two atomic kernels. -/
theorem hermiticity_defect (K : α → κ → ℝ) (A : ι → α) (p : ι → κ → ℂ) (i j : ι) :
    atomicKinetic K A p i j - conj (atomicKinetic K A p j i) =
      kernelElement (fun k => K (A j) k - K (A i) k) (p i) (p j) := by
  unfold atomicKinetic
  rw [conj_kernelElement]
  unfold kernelElement
  rw [← Finset.sum_sub_distrib]
  refine Finset.sum_congr rfl fun k _ => ?_
  push_cast
  ring

omit [Fintype ι] in
/-- The Hermitian part of the atomic kinetic matrix is built with the mean of the two
atomic kernels. -/
theorem hermPart_atomicKinetic (K : α → κ → ℝ) (A : ι → α) (p : ι → κ → ℂ) (i j : ι) :
    hermPart (atomicKinetic K A p) i j =
      kernelElement (fun k => (K (A i) k + K (A j) k) / 2) (p i) (p j) := by
  unfold hermPart atomicKinetic
  rw [conj_kernelElement]
  unfold kernelElement
  rw [← Finset.sum_add_distrib, Finset.sum_div]
  refine Finset.sum_congr rfl fun k _ => ?_
  push_cast
  ring

/-- Taking the Hermitian part of a matrix leaves the real part of its quadratic form
unchanged. -/
theorem energy_hermPart (M : Matrix ι ι ℂ) (c : ι → ℂ) :
    energy (hermPart M) c = energy M c := by
  have h : ∑ i, ∑ j, conj (c i) * conj (M j i) * c j =
      conj (∑ i, ∑ j, conj (c i) * M i j * c j) := by
    simp only [map_sum, map_mul, Complex.conj_conj]
    refine Finset.sum_comm.trans ?_
    refine Finset.sum_congr rfl fun i _ => Finset.sum_congr rfl fun j _ => ?_
    ring
  have h2 : ∑ i, ∑ j, conj (c i) * ((M i j + conj (M j i)) / 2) * c j =
      (∑ i, ∑ j, conj (c i) * M i j * c j +
        ∑ i, ∑ j, conj (c i) * conj (M j i) * c j) / 2 := by
    simp only [← Finset.sum_add_distrib, Finset.sum_div]
    refine Finset.sum_congr rfl fun i _ => Finset.sum_congr rfl fun j _ => ?_
    ring
  have h3 : ∀ z : ℂ, ((z + conj z) / 2).re = z.re := by
    intro z
    have hz : (z + conj z) / 2 = (z.re : ℂ) := by
      rw [Complex.add_conj]
      push_cast
      ring
    rw [hz, Complex.ofReal_re]
  unfold energy hermPart
  rw [h2, h, h3]

/-- The symmetrized kinetic energy is the real part of the inner product of the vector `∑ c_i p_i`
with the vector in which every term is weighted by the kernel of its own atom. -/
theorem energy_symmetrized (K : α → κ → ℝ) (A : ι → α) (p : ι → κ → ℂ) (c : ι → ℂ) :
    energy (hermPart (atomicKinetic K A p)) c =
      ∑ k, (conj (∑ i, c i * p i k) * ∑ j, (K (A j) k : ℂ) * (c j * p j k)).re := by
  rw [energy_hermPart, ← Complex.re_sum]
  unfold energy atomicKinetic kernelElement
  congr 1
  have hR : ∀ k, conj (∑ i, c i * p i k) * ∑ j, (K (A j) k : ℂ) * (c j * p j k) =
      ∑ i, ∑ j, conj (c i) * conj (p i k) * ((K (A j) k : ℂ) * (c j * p j k)) := by
    intro k
    rw [map_sum, Finset.sum_mul_sum]
    simp only [map_mul]
  simp only [hR]
  -- move the sum over components inside the sums over basis functions
  symm
  refine Finset.sum_comm.trans (Finset.sum_congr rfl fun i _ => ?_)
  refine Finset.sum_comm.trans (Finset.sum_congr rfl fun j _ => ?_)
  rw [Finset.mul_sum, Finset.sum_mul]
  refine Finset.sum_congr rfl fun k _ => ?_
  ring

/-- If all basis functions share one kernel `w`, the symmetrized kinetic energy is the `w`-weighted
sum of the squared moduli of the components of `∑ c_i p_i`. -/
theorem energy_common_kernel (K : α → κ → ℝ) (A : ι → α) (p : ι → κ → ℂ) (c : ι → ℂ)
    (w : κ → ℝ) (h : ∀ j, K (A j) = w) :
    energy (hermPart (atomicKinetic K A p)) c =
      ∑ k, w k * Complex.normSq (∑ i, c i * p i k) := by
  have hz : ∀ (r : ℝ) (z : ℂ), (conj z * ((r : ℂ) * z)).re = r * Complex.normSq z := by
    intro r z
    have h1 : conj z * ((r : ℂ) * z) = ((r * Complex.normSq z : ℝ) : ℂ) := by
      rw [Complex.ofReal_mul, ← Complex.mul_conj]
      ring
    rw [h1, Complex.ofReal_re]
  rw [energy_symmetrized]
  refine Finset.sum_congr rfl fun k _ => ?_
  simp only [h, ← Finset.mul_sum]
  exact hz _ _

/-- When every `p_l` is the unit vector along component `k`, real amplitudes `x`, `y` on
the functions `i`, `j` have symmetrized energy `(x + y)(a x + b y)`, with `a`, `b` the
kernel values of their atoms at `k`. -/
theorem energy_coincident [DecidableEq ι] [DecidableEq κ] (K : α → κ → ℝ) (A : ι → α)
    (i j : ι) (k : κ) (x y : ℝ) :
    energy (hermPart (atomicKinetic K A (fun _ q => if q = k then 1 else 0)))
      (fun l => (if l = i then (x : ℂ) else 0) + (if l = j then (y : ℂ) else 0)) =
      (x + y) * (K (A i) k * x + K (A j) k * y) := by
  obtain ⟨c, hc⟩ : ∃ c : ι → ℂ, c = fun l =>
      (if l = i then (x : ℂ) else 0) + (if l = j then (y : ℂ) else 0) := ⟨_, rfl⟩
  have h1 : ∑ l, c l = (x : ℂ) + y := by
    simp [hc, Finset.sum_add_distrib]
  have h2 : ∑ l, (K (A l) k : ℂ) * c l = (K (A i) k : ℂ) * x + (K (A j) k : ℂ) * y := by
    simp [hc, mul_add, Finset.sum_add_distrib]
  have h3 : conj ((x : ℂ) + y) * ((K (A i) k : ℂ) * x + (K (A j) k : ℂ) * y) =
      (((x + y) * (K (A i) k * x + K (A j) k * y) : ℝ) : ℂ) := by
    simp
  rw [← hc, energy_symmetrized, Finset.sum_eq_single k]
  · simp only [↓reduceIte, mul_one]
    rw [h1, h2, h3, Complex.ofReal_re]
  · intro q _ hq
    simp [hq]
  · intro hk
    exact absurd (Finset.mem_univ k) hk

/-- For positive atomic kernels, the symmetrized kinetic energy is nonnegative for all
vectors `p_i` and all coefficients exactly when all basis functions have the same kernel. -/
theorem symmetrized_nonneg_iff (K : α → κ → ℝ) (hK : ∀ s k, 0 < K s k) (A : ι → α) :
    (∀ (p : ι → κ → ℂ) (c : ι → ℂ), 0 ≤ energy (hermPart (atomicKinetic K A p)) c) ↔
      ∀ i j, K (A i) = K (A j) := by
  classical
  constructor
  · intro h i j
    funext k
    by_contra hne
    have ha := hK (A i) k
    have hd : K (A i) k - K (A j) k ≠ 0 := sub_ne_zero.mpr hne
    have hpos : 0 < K (A i) k * (K (A i) k - K (A j) k) ^ 2 := by positivity
    -- the amplitudes a + b and -2a have energy -a (a - b)²
    have hE := energy_coincident K A i j k (K (A i) k + K (A j) k) (-2 * K (A i) k)
    have h0 := hE ▸ h _ _
    nlinarith
  · intro h p c
    rcases isEmpty_or_nonempty ι with hι | ⟨⟨i⟩⟩
    · simp [energy]
    · rw [energy_common_kernel K A p c (K (A i)) (fun j => h j i)]
      exact Finset.sum_nonneg fun k _ => mul_nonneg (hK _ _).le (Complex.normSq_nonneg _)

/-- The number `(a + b - √(2(a² + b²)))/2` formed from two kernel values. -/
def lowerLevel (a b : ℝ) : ℝ := (a + b - √(2 * (a ^ 2 + b ^ 2))) / 2

/-- Two basis functions with `p = 1` on atoms with distinct positive kernels `a`, `b` give
a symmetrized kinetic matrix with the negative eigenvalue `lowerLevel a b`. -/
theorem two_center_negative_eigenvalue (a b : ℝ) (ha : 0 < a) (hb : 0 < b) (hab : a ≠ b) :
    lowerLevel a b < 0 ∧ ∃ v : Fin 2 → ℂ, v ≠ 0 ∧
      hermPart (atomicKinetic (fun s (_ : Fin 1) => ![a, b] s) id (fun _ _ => 1)) *ᵥ v =
        (lowerLevel a b : ℂ) • v := by
  have hS : hermPart (atomicKinetic (fun s (_ : Fin 1) => ![a, b] s) id (fun _ _ => 1)) =
      !![(a : ℂ), (a + b) / 2; (a + b) / 2, (b : ℂ)] := by
    ext i j
    fin_cases i <;> fin_cases j <;> simp [hermPart, atomicKinetic, kernelElement]
    ring
  -- the characteristic equation
  have hμ : lowerLevel a b ^ 2 - (a + b) * lowerLevel a b = (a - b) ^ 2 / 4 := by
    have hs := Real.sq_sqrt (show 0 ≤ 2 * (a ^ 2 + b ^ 2) by positivity)
    unfold lowerLevel
    linear_combination hs / 4
  have hμC : (lowerLevel a b : ℂ) ^ 2 - (a + b) * lowerLevel a b = (a - b) ^ 2 / 4 := by
    exact_mod_cast hμ
  refine ⟨?_, ![((a : ℂ) + b) / 2, (lowerLevel a b : ℂ) - a], ?_, ?_⟩
  · have hd : a - b ≠ 0 := sub_ne_zero.mpr hab
    have hsq : 0 < (a - b) ^ 2 := by positivity
    have hlt : a + b < √(2 * (a ^ 2 + b ^ 2)) := Real.lt_sqrt_of_sq_lt (by nlinarith)
    unfold lowerLevel
    linarith
  · intro h
    have h0 : ((a : ℂ) + b) / 2 = 0 := congrFun h 0
    have h1 : (a + b) / 2 = 0 := by exact_mod_cast h0
    linarith
  · rw [hS]
    ext i
    fin_cases i
    · simp [Matrix.mulVec, dotProduct, Fin.sum_univ_two]
      ring
    · simp [Matrix.mulVec, dotProduct, Fin.sum_univ_two]
      linear_combination -hμC

end

end AtomicZoraKinetic
```

```lean
#print axioms AtomicZoraKinetic.hermiticity_defect
-- 'AtomicZoraKinetic.hermiticity_defect' depends on axioms: [propext, Classical.choice, Quot.sound]
#print axioms AtomicZoraKinetic.hermPart_atomicKinetic
-- 'AtomicZoraKinetic.hermPart_atomicKinetic' depends on axioms: [propext, Classical.choice, Quot.sound]
#print axioms AtomicZoraKinetic.symmetrized_nonneg_iff
-- 'AtomicZoraKinetic.symmetrized_nonneg_iff' depends on axioms: [propext, Classical.choice, Quot.sound]
#print axioms AtomicZoraKinetic.two_center_negative_eigenvalue
-- 'AtomicZoraKinetic.two_center_negative_eigenvalue' depends on axioms: [propext, Classical.choice, Quot.sound]
```

## All vectors, not each particular basis

The equivalence ranges over all vectors $p_i$. A given basis with different kernels may still have a positive semidefinite $S$, and the theorem offers no test for that.

The negative directions constructed here use coincident vectors. Normalisable functions whose momentum images agree everywhere, and not only at the grid points, are equal, so without a grid this is a limiting case and not an admissible basis of independent functions. The energy is continuous in the $p_i$, however, so it stays negative for linearly independent vectors close enough to coincidence, which exist when $m$ is at least the number of basis functions. The eigenvalue is that of $S$ alone, without an overlap matrix. The kernels are arbitrary positive numbers: they are not derived from the Dirac equation or from a potential, and neither quadrature error nor the total Hamiltonian is treated.
